# Equal kinetic and elastic energy, and the energy velocity, of a plane wave in an anisotropic linear elastic medium

A ray tracer or wavefront code for a crystal can take a wave vector $k$, the density $\rho$ and the stiffness tensor $C_{ijab}$, and solve the Christoffel eigenproblem $C_{ijab}k_jk_b\,p_a=\rho w^2p_i$ for a frequency $w$ and a unit polarization $p$ (repeated indices are summed). It then advances the ray along

$$V_j=\frac{C_{ijab}\,p_i\,p_a\,k_b}{\rho w},$$

which in general is not parallel to $k$. This step treats $V$ as the velocity of energy transport, and for a single plane wave in a homogeneous lossless medium that holds pointwise.

## Flux equals density times $V$

Let $u(x,t)$ be the displacement, $\varepsilon_{ij}=(\partial_iu_j+\partial_ju_i)/2$ the strain and $\sigma_{ij}=C_{ijab}\varepsilon_{ab}$ the stress. The kinetic density, elastic density and flux are
$$K=\tfrac12\rho\,|\partial_tu|^2,\qquad W=\tfrac12\sigma_{ij}\varepsilon_{ij},\qquad F_j=-\sigma_{ij}\,\partial_tu_i .$$
Assume the minor symmetries $C_{ijab}=C_{jiab}=C_{ijba}$, $\rho>0$, $w>0$ and $|p|=1$. Let $u=p\,f(\theta)$ with phase $\theta=k\cdot x-wt$ solve $\rho\,\partial_t^2u_i=\partial_j\sigma_{ij}$, where the profile $f$ is twice differentiable and $f''$ is nonzero somewhere. Then at every point and time
$$K=W,\qquad F_j=(K+W)\,V_j,\qquad\text{and}\qquad k\cdot V=w .$$
The harmonic wave $f=\cos$ is included, and no time average is taken.

## Rays, solver diagnostics and acoustic phonons

On an exact plane wave with exact derivatives, $K-W$ and $F-(K+W)V$ vanish identically. In a time-domain solver that propagates a single plane wave they should therefore vanish up to discretisation and rounding error, whereas a wrong sign in the flux leaves a residual of size $2(K+W)|V|$, which is nonzero wherever $f'\neq0$. This is not a general test of the index order of the stored stiffness tensor: a misordered tensor that keeps the minor symmetries and is used consistently for $p$, $w$, $\sigma$ and $V$ satisfies both identities. The relation $k\cdot V=w$ is a necessary condition on each eigenpair and exposes an unnormalised eigenvector, but any unit $p$ passes it when $\rho w^2$ equals $C_{ijab}p_ik_jp_ak_b$, so it does not certify that $p$ is an eigenvector. For an unstressed, non-piezoelectric harmonic crystal in the long-wavelength continuum limit, the same formula gives the group velocities of non-degenerate acoustic phonon branches from elastic constants, including constants obtained from an electronic-structure calculation.

## From the chain rule to equal energies and the flux

For a constant $a$ and differentiable $g$, the chain rule gives $\partial_j[a\,g(\theta)]=ak_j\,g'(\theta)$ and $\partial_t[a\,g(\theta)]=-wa\,g'(\theta)$. Hence $\partial_tu_i=-wp_if'$ and $\varepsilon_{ab}=\tfrac12(p_bk_a+p_ak_b)f'$.

For symmetric $A_{ab}$, relabelling gives $A_{ab}p_bk_a=A_{ab}p_ak_b$, so $A_{ab}\varepsilon_{ab}=A_{ab}p_ak_b\,f'$. Symmetry of $C$ in its last pair then yields
$$\sigma_{ij}=S_{ij}f',\qquad S_{ij}=C_{ijab}\,p_ak_b .$$
Differentiating again, $\rho\,\partial_t^2u_i=\rho w^2p_if''$ and $\partial_j\sigma_{ij}=S_{ij}k_jf''$, so the wave equation reads
$$f''(\theta)\,\big(\rho w^2p_i-S_{ij}k_j\big)=0 .$$
Choose $s$ with $f''(s)\neq0$. At $x=0$, $t=-s/w$ the phase equals $s$, so the constant bracket vanishes: $S_{ij}k_j=\rho w^2p_i$. Contracting with the unit vector $p$ gives $S_{ij}p_ik_j=\rho w^2$.

Now $K=\tfrac12\rho w^2f'^2$. Symmetry of $C$ in its first pair makes $S$ symmetric, so $W=\tfrac12f'\,S_{ij}\varepsilon_{ij}=\tfrac12S_{ij}p_ik_jf'^2=\tfrac12\rho w^2f'^2=K$. The flux is $F_j=wf'^2\,p_iS_{ij}$, while $(K+W)V_j=\rho w^2f'^2\,p_iS_{ij}/(\rho w)$ is the same expression. Finally $k\cdot V=S_{ij}p_ik_j/(\rho w)=w$.

## Major symmetry and the slope of the dispersion relation

Write $S(q,m)_{ij}=C_{ijab}q_am_b$ for vectors $q,m$. Let $k(s),p(s),\omega(s)$ satisfy $S(p,k)_{ij}k_j=\rho\omega^2p_i$ near $s=0$, with derivatives $k',p',\omega'$ at $s=0$, $\omega(0)>0$ and $|p(0)|=1$. Differentiating and contracting with $p$,
$$p_iS(p',k)_{ij}k_j+p_iS(p,k')_{ij}k_j+p_iS(p,k)_{ij}k'_j=2\rho\omega\omega'+\rho\omega^2\,p\cdot p' .$$
Major symmetry $C_{ijab}=C_{abij}$ exchanges the two index pairs. The first term becomes $p'_iS(p,k)_{ij}k_j=\rho\omega^2\,p'\cdot p$ and cancels against the right side; the second becomes equal to the third. Dividing by $2\rho\omega$ leaves $\omega'=V\cdot k'$, with $V$ evaluated at $p(0)$, $k(0)$ and $w=\omega(0)$.

## A wave whose energy leaves at 45° to $k$

In two dimensions with axes $x,y$ (Lean indices 0 and 1), let a component of $C$ equal $3,0,1,1,3$ when it carries $0,1,2,3,4$ indices $y$. Take $\rho=w=1$, $k=(1,0)$, $p=(0,1)$, $f=\cos$. Then $S_{ij}=C_{ijyx}$, so $S_{xx}=0$, $S_{xy}=S_{yx}=1$, $S_{yy}=1$. The bracket vanishes because $S_{ij}k_j=(0,1)=p$, and $V_j=S_{yj}=(1,1)$. At $\theta=\pi/6$, $f'=-\tfrac12$, so $K=W=\tfrac18$ and $F=(\tfrac14,\tfrac14)$.

## The Lean file

```lean
import Mathlib

open Matrix Finset

namespace PlaneWaveEnergy

noncomputable section

variable {n : Type*} [Fintype n] [DecidableEq n]

/-- A scalar field of position and time. -/
abbrev ScalarField (n : Type*) := (n → ℝ) → ℝ → ℝ

/-- The spatial derivative `∂_j`. -/
def dx (j : n) (g : ScalarField n) : ScalarField n :=
  fun x t => deriv (fun s : ℝ => g (x + Pi.single j s) t) 0

/-- The time derivative `∂_t`. -/
def dt (g : ScalarField n) : ScalarField n := fun x t => deriv (g x) t

/-- Minor symmetries `C_ijab = C_jiab = C_ijba`. -/
structure MinorSymm (C : n → n → n → n → ℝ) : Prop where
  left : ∀ i j a b, C i j a b = C j i a b
  right : ∀ i j a b, C i j a b = C i j b a

/-- Major symmetry `C_ijab = C_abij`. -/
def MajorSymm (C : n → n → n → n → ℝ) : Prop := ∀ i j a b, C i j a b = C a b i j

/-- Strain `ε_ij = (∂_i u_j + ∂_j u_i)/2`. -/
def strain (u : n → ScalarField n) (i j : n) : ScalarField n :=
  fun x t => (dx i (u j) x t + dx j (u i) x t) / 2

/-- Stress `σ_ij = C_ijab ε_ab`. -/
def stress (C : n → n → n → n → ℝ) (u : n → ScalarField n) (i j : n) : ScalarField n :=
  fun x t => ∑ a, ∑ b, C i j a b * strain u a b x t

/-- The elastic wave equation `ρ ∂_t² u_i = ∂_j σ_ij`. -/
def SolvesWave (C : n → n → n → n → ℝ) (ρ : ℝ) (u : n → ScalarField n) : Prop :=
  ∀ i x t, ρ * dt (dt (u i)) x t = ∑ j, dx j (stress C u i j) x t

/-- Kinetic energy density `ρ |∂_t u|² / 2`. -/
def kinetic (ρ : ℝ) (u : n → ScalarField n) : ScalarField n :=
  fun x t => ρ / 2 * ∑ i, dt (u i) x t ^ 2

/-- Elastic energy density `σ_ij ε_ij / 2`. -/
def elastic (C : n → n → n → n → ℝ) (u : n → ScalarField n) : ScalarField n :=
  fun x t => 1 / 2 * ∑ i, ∑ j, stress C u i j x t * strain u i j x t

/-- Energy flux `F_j = -σ_ij ∂_t u_i`. -/
def flux (C : n → n → n → n → ℝ) (u : n → ScalarField n) (j : n) : ScalarField n :=
  fun x t => -∑ i, stress C u i j x t * dt (u i) x t

/-- The travelling wave `a g(k·x - w t)`. -/
def wave (a : ℝ) (k : n → ℝ) (w : ℝ) (g : ℝ → ℝ) : ScalarField n :=
  fun x t => a * g (k ⬝ᵥ x - w * t)

/-- The displacement `u_i = p_i f(k·x - w t)`. -/
def planeWave (p k : n → ℝ) (w : ℝ) (f : ℝ → ℝ) (i : n) : ScalarField n := wave (p i) k w f

/-- The contraction `C_ijab p_a k_b`. -/
def stressAmp (C : n → n → n → n → ℝ) (p k : n → ℝ) (i j : n) : ℝ :=
  ∑ a, ∑ b, C i j a b * p a * k b

/-- Energy velocity `V_j = p_i C_ijab p_a k_b / (ρ w)`. -/
def energyVelocity (C : n → n → n → n → ℝ) (ρ w : ℝ) (p k : n → ℝ) (j : n) : ℝ :=
  (∑ i, p i * stressAmp C p k i j) / (ρ * w)

variable {C : n → n → n → n → ℝ} {f : ℝ → ℝ}

/-- `∂_j` of a travelling wave is `k_j` times the wave with differentiated profile. -/
theorem dx_wave (hf : Differentiable ℝ f) (j : n) (a : ℝ) (k : n → ℝ) (w : ℝ) :
    dx j (wave a k w f) = wave (a * k j) k w (deriv f) := by
  funext x t
  have h : HasDerivAt (fun s : ℝ => k ⬝ᵥ (x + Pi.single j s) - w * t) (k j) 0 := by
    simp only [dotProduct_add, dotProduct_single]
    exact ((((hasDerivAt_id' (0 : ℝ)).const_mul (k j)).const_add (k ⬝ᵥ x)).sub_const
      (w * t)).congr_deriv (mul_one _)
  refine ((HasDerivAt.comp (0 : ℝ) (hf _).hasDerivAt h).const_mul a).deriv.trans ?_
  simp only [wave, Pi.single_zero, add_zero]
  ring

omit [DecidableEq n] in
/-- `∂_t` of a travelling wave is `-w` times the wave with differentiated profile. -/
theorem dt_wave (hf : Differentiable ℝ f) (a : ℝ) (k : n → ℝ) (w : ℝ) :
    dt (wave a k w f) = wave (-w * a) k w (deriv f) := by
  funext x t
  have h : HasDerivAt (fun s : ℝ => k ⬝ᵥ x - w * s) (-(w * 1)) t :=
    ((hasDerivAt_id' t).const_mul w).const_sub (k ⬝ᵥ x)
  refine ((HasDerivAt.comp t (hf _).hasDerivAt h).const_mul a).deriv.trans ?_
  simp only [wave]
  ring

omit [DecidableEq n] in
/-- A symmetric tensor has the same contraction with `p ⊗ k` as with its symmetric part. -/
theorem sum_symm (A : n → n → ℝ) (hA : ∀ a b, A a b = A b a) (p k : n → ℝ) (D : ℝ) :
    ∑ a, ∑ b, A a b * ((p b * k a * D + p a * k b * D) / 2)
      = (∑ a, ∑ b, A a b * p a * k b) * D := by
  have sw : ∑ a, ∑ b, A a b * p b * k a = ∑ a, ∑ b, A a b * p a * k b :=
    sum_comm.trans (sum_congr rfl fun a _ => sum_congr rfl fun b _ => by rw [hA b a])
  calc _ = ((∑ a, ∑ b, A a b * p b * k a) * D + (∑ a, ∑ b, A a b * p a * k b) * D) / 2 := by
        simp only [sum_mul, ← sum_add_distrib, sum_div]
        exact sum_congr rfl fun a _ => sum_congr rfl fun b _ => by ring
    _ = _ := by rw [sw]; ring

/-- With the minor symmetries and differentiable `f`, the stress of a plane wave is `C_ijab p_a k_b
f'(k·x - w t)`. -/
theorem stress_planeWave (hC : MinorSymm C) (hf : Differentiable ℝ f) (p k : n → ℝ) (w : ℝ)
    (i j : n) : stress C (planeWave p k w f) i j = wave (stressAmp C p k i j) k w (deriv f) := by
  funext x t
  simp only [stress, strain, planeWave, dx_wave hf]
  exact sum_symm (C i j) (hC.right i j) p k _

/-- With the minor symmetries and twice differentiable `f`, a plane wave solves the wave equation
iff `f'' (ρ w² p_i - C_ijab p_a k_b k_j)` vanishes at every point and time. -/
theorem solves_iff (hC : MinorSymm C) (hf : Differentiable ℝ f)
    (hf' : Differentiable ℝ (deriv f)) (ρ w : ℝ) (p k : n → ℝ) :
    SolvesWave C ρ (planeWave p k w f) ↔ ∀ i x t, deriv (deriv f) (k ⬝ᵥ x - w * t) *
      (ρ * w ^ 2 * p i - ∑ j, stressAmp C p k i j * k j) = 0 := by
  simp only [SolvesWave, stress_planeWave hC hf]
  simp only [planeWave, dt_wave hf, dt_wave hf', dx_wave hf']
  simp only [wave]
  refine forall₃_congr fun i x t => ?_
  rw [← sum_mul]
  constructor <;> intro h <;> linear_combination h

omit [DecidableEq n] in
/-- The component of the energy velocity along `m` is `C_ijab p_a k_b p_i m_j / (ρ w)`. -/
theorem dot_energyVelocity (ρ w : ℝ) (p k m : n → ℝ) :
    m ⬝ᵥ energyVelocity C ρ w p k = (∑ i, ∑ j, stressAmp C p k i j * p i * m j) / (ρ * w) := by
  simp only [dotProduct, energyVelocity, sum_div, mul_sum]
  exact sum_comm.trans (sum_congr rfl fun a _ => sum_congr rfl fun b _ => by ring)

/-- With the minor symmetries, `ρ > 0` and `w > 0`, for a plane-wave solution with unit polarization
and `f''` not identically zero, kinetic and elastic densities agree everywhere, the flux is total
density times `V`, and `k·V = w`. -/
theorem energy_transport (hC : MinorSymm C) (hf : Differentiable ℝ f)
    (hf' : Differentiable ℝ (deriv f)) (hne : ∃ s, deriv (deriv f) s ≠ 0) {ρ w : ℝ}
    (hρ : 0 < ρ) (hw : 0 < w) {p k : n → ℝ} (hp : p ⬝ᵥ p = 1) {u : n → ScalarField n}
    (hu : u = planeWave p k w f) (hsol : SolvesWave C ρ u) :
    (∀ x t, kinetic ρ u x t = elastic C u x t ∧ ∀ j, flux C u j x t =
      (kinetic ρ u x t + elastic C u x t) * energyVelocity C ρ w p k j) ∧
    k ⬝ᵥ energyVelocity C ρ w p k = w := by
  subst hu
  obtain ⟨s, hs⟩ := hne
  -- evaluate the wave equation where the phase equals `s`
  have hG : ∀ i, ∑ j, stressAmp C p k i j * k j = ρ * w ^ 2 * p i := fun i => by
    have h := (solves_iff hC hf hf' ρ w p k).1 hsol i 0 (-(s / w))
    have e1 : w * (s / w) = s := by field_simp
    have e : k ⬝ᵥ 0 - w * -(s / w) = s := by rw [dotProduct_zero]; linear_combination e1
    rw [e] at h
    linarith [(mul_eq_zero.1 h).resolve_left hs]
  -- contract with the unit polarization
  have hQ : ∑ i, ∑ j, stressAmp C p k i j * p i * k j = ρ * w ^ 2 := by
    rw [← mul_one (ρ * w ^ 2), ← hp, dotProduct, mul_sum]
    refine sum_congr rfl fun i _ => ?_
    rw [← mul_assoc, ← hG i, sum_mul]
    exact sum_congr rfl fun j _ => by ring
  refine ⟨fun x t => ?_, ?_⟩
  · simp only [kinetic, elastic, flux, stress_planeWave hC hf]
    simp only [strain, planeWave, dx_wave hf, dt_wave hf]
    simp only [wave, energyVelocity]
    generalize deriv f (k ⬝ᵥ x - w * t) = D
    have hK : ∑ i, (-w * p i * D) ^ 2 = w ^ 2 * D ^ 2 * p ⬝ᵥ p := by
      rw [dotProduct, mul_sum]
      exact sum_congr rfl fun i _ => by ring
    have hE : ∑ i, ∑ j, stressAmp C p k i j * D * ((p j * k i * D + p i * k j * D) / 2)
        = D * ∑ i, ∑ j, stressAmp C p k i j * ((p j * k i * D + p i * k j * D) / 2) := by
      simp only [mul_sum]
      exact sum_congr rfl fun i _ => sum_congr rfl fun j _ => by ring
    rw [sum_symm (stressAmp C p k) (fun a b => by simp only [stressAmp, hC.left a b]), hQ] at hE
    rw [hK, hE, hp]
    refine ⟨by ring, fun j => ?_⟩
    have hF : ∑ i, stressAmp C p k i j * D * (-w * p i * D)
        = -w * D ^ 2 * ∑ i, p i * stressAmp C p k i j := by
      rw [mul_sum]
      exact sum_congr rfl fun i _ => by ring
    rw [hF, mul_div_assoc', eq_div_iff (mul_pos hρ hw).ne']
    ring
  · rw [dot_energyVelocity, hQ, div_eq_iff (mul_pos hρ hw).ne']
    ring

/-- With the minor symmetries, `ρ > 0` and `w > 0`, for a harmonic solution `p cos(k·x - w t)` with
unit `p`, kinetic and elastic densities agree everywhere and the flux is total density times `V`. -/
theorem energy_transport_cos (hC : MinorSymm C) {ρ w : ℝ} (hρ : 0 < ρ) (hw : 0 < w)
    {p k : n → ℝ} (hp : p ⬝ᵥ p = 1) {u : n → ScalarField n}
    (hu : u = planeWave p k w Real.cos) (hsol : SolvesWave C ρ u) (x : n → ℝ) (t : ℝ) :
    kinetic ρ u x t = elastic C u x t ∧ ∀ j, flux C u j x t =
      (kinetic ρ u x t + elastic C u x t) * energyVelocity C ρ w p k j :=
  (energy_transport hC Real.differentiable_cos (by rw [Real.deriv_cos']; fun_prop)
    ⟨0, by rw [Real.deriv_cos', (Real.hasDerivAt_sin 0).fun_neg.deriv]; simp⟩
    hρ hw hp hu hsol).1 x t

omit [DecidableEq n] in
/-- With major symmetry, `ρ > 0`, `ω 0 > 0` and unit `p 0`, along a branch, differentiable at `s =
0`, of `C_ijab p_a k_b k_j = ρ ω² p_i` the rate of change of frequency is `V · dk/ds` at `s = 0`. -/
theorem group_velocity (hM : MajorSymm C) {ρ ω' : ℝ} {ω : ℝ → ℝ} {p k : ℝ → n → ℝ}
    {p' k' : n → ℝ} (hρ : 0 < ρ) (hw : 0 < ω 0) (h1 : p 0 ⬝ᵥ p 0 = 1) (hω : HasDerivAt ω ω' 0)
    (hp : ∀ i, HasDerivAt (fun s => p s i) (p' i) 0)
    (hk : ∀ i, HasDerivAt (fun s => k s i) (k' i) 0)
    (hd : ∀ i, ∀ᶠ s in nhds (0 : ℝ),
      ∑ j, stressAmp C (p s) (k s) i j * k s j = ρ * ω s ^ 2 * p s i) :
    k' ⬝ᵥ energyVelocity C ρ (ω 0) (p 0) (k 0) = ω' := by
  have sw : ∀ F : n → n → n → n → ℝ,
      ∑ i, ∑ j, ∑ a, ∑ b, F i j a b = ∑ a, ∑ b, ∑ i, ∑ j, F i j a b := fun F => by
    simpa only [Fintype.sum_prod_type] using
      sum_comm (s := univ) (t := univ) (f := fun x y : n × n => F x.1 x.2 y.1 y.2)
  have hs : ∀ P K q m : n → ℝ, ∑ i, ∑ j, stressAmp C q m i j * P i * K j
      = ∑ i, ∑ j, stressAmp C P K i j * q i * m j := fun P K q m => by
    simp only [stressAmp, sum_mul]
    exact (sw _).trans (sum_congr rfl fun a _ => sum_congr rfl fun b _ =>
      sum_congr rfl fun i _ => sum_congr rfl fun j _ => by rw [hM i j a b]; ring)
  have ha : ∀ i j, HasDerivAt (fun s => stressAmp C (p s) (k s) i j)
      (stressAmp C p' (k 0) i j + stressAmp C (p 0) k' i j) 0 := fun i j => by
    simp only [stressAmp, ← sum_add_distrib]
    exact HasDerivAt.fun_sum fun a _ => HasDerivAt.fun_sum fun b _ =>
      ((hp a).const_mul _).fun_mul (hk b)
  have hsq : HasDerivAt (fun s => ω s ^ 2) (2 * ω 0 * ω') 0 :=
    (hω.fun_pow 2).congr_deriv (by norm_num)
  -- differentiate the dispersion relation, then contract with `p`
  have hi : ∀ i, ∑ j, ((stressAmp C p' (k 0) i j + stressAmp C (p 0) k' i j) * k 0 j
      + stressAmp C (p 0) (k 0) i j * k' j)
      = ρ * (2 * ω 0 * ω') * p 0 i + ρ * ω 0 ^ 2 * p' i := fun i =>
    (HasDerivAt.fun_sum fun j _ => (ha i j).fun_mul (hk j)).unique
      (((hsq.const_mul ρ).fun_mul (hp i)).congr_of_eventuallyEq (hd i))
  have H : ∑ i, ∑ j, stressAmp C p' (k 0) i j * p 0 i * k 0 j
      + ∑ i, ∑ j, stressAmp C (p 0) k' i j * p 0 i * k 0 j
      + ∑ i, ∑ j, stressAmp C (p 0) (k 0) i j * p 0 i * k' j
      = ∑ i, p 0 i * (ρ * (2 * ω 0 * ω') * p 0 i + ρ * ω 0 ^ 2 * p' i) := by
    simp only [← sum_add_distrib]
    refine sum_congr rfl fun i _ => ?_
    rw [← hi i, mul_sum]
    exact sum_congr rfl fun j _ => by ring
  -- the change of polarization drops out by major symmetry
  have HA : ∑ i, ∑ j, stressAmp C (p 0) (k 0) i j * p' i * k 0 j
      = ∑ i, p' i * (ρ * ω 0 ^ 2 * p 0 i) := by
    refine sum_congr rfl fun i _ => ?_
    rw [← (hd i).self_of_nhds, mul_sum]
    exact sum_congr rfl fun j _ => by ring
  have HR : ∑ i, p 0 i * (ρ * (2 * ω 0 * ω') * p 0 i + ρ * ω 0 ^ 2 * p' i)
      = ρ * (2 * ω 0 * ω') * p 0 ⬝ᵥ p 0 + ∑ i, p' i * (ρ * ω 0 ^ 2 * p 0 i) := by
    rw [dotProduct, mul_sum, ← sum_add_distrib]
    exact sum_congr rfl fun i _ => by ring
  rw [hs (p 0) (k 0) p' (k 0), hs (p 0) (k 0) (p 0) k', HA, HR, h1] at H
  rw [dot_energyVelocity, div_eq_iff (mul_pos hρ hw).ne']
  linear_combination H / 2

/-- Stiffness value as a function of the number of `y` indices. -/
def weight (s : ℕ) : ℝ := if s = 1 then 0 else if s = 0 ∨ s = 4 then 3 else 1

/-- An anisotropic stiffness tensor in two dimensions with `C_yyyx = 1`, `C_xxxy = 0`. -/
def obliqueC (i j a b : Fin 2) : ℝ := weight (i.val + j.val + a.val + b.val)

/-- The tensor `obliqueC` has the minor and major symmetries and, for `ρ = w = 1`, carries a
transverse harmonic wave with `k = (1,0)` whose energy velocity is `(1,1)`. -/
theorem oblique_witness : MinorSymm obliqueC ∧ MajorSymm obliqueC ∧
    SolvesWave obliqueC 1 (planeWave ![0, 1] ![1, 0] 1 Real.cos) ∧
    energyVelocity obliqueC 1 1 ![0, 1] ![1, 0] = ![1, 1] := by
  have h : MinorSymm obliqueC := ⟨fun _ _ _ _ => congrArg weight (by omega),
    fun _ _ _ _ => congrArg weight (by omega)⟩
  refine ⟨h, fun _ _ _ _ => congrArg weight (by omega), ?_, ?_⟩
  · rw [solves_iff h Real.differentiable_cos (by rw [Real.deriv_cos']; fun_prop)]
    intro i x t
    apply mul_eq_zero_of_right
    fin_cases i <;> simp [stressAmp, obliqueC, weight, Fin.sum_univ_two]
  · funext j
    fin_cases j <;> simp [energyVelocity, stressAmp, obliqueC, weight, Fin.sum_univ_two]

end

end PlaneWaveEnergy
```

```lean
#print axioms PlaneWaveEnergy.energy_transport
#print axioms PlaneWaveEnergy.energy_transport_cos
#print axioms PlaneWaveEnergy.group_velocity
```

```
'PlaneWaveEnergy.energy_transport' depends on axioms: [propext, Classical.choice, Quot.sound]
'PlaneWaveEnergy.energy_transport_cos' depends on axioms: [propext, Classical.choice, Quot.sound]
'PlaneWaveEnergy.group_velocity' depends on axioms: [propext, Classical.choice, Quot.sound]
```

## How the Lean objects encode the physics

The type `n` indexes the spatial axes and may have any finite size; a `ScalarField n` is a real function of position and time. `dx j` differentiates along axis $j$ and `dt` in time, both through `deriv`, so the wave equation `SolvesWave` is a pointwise statement about derivatives of functions. Since `deriv` returns zero where a function is not differentiable, the hypotheses `hf` and `hf'`, differentiability of $f$ and $f'$, are what make these the usual derivatives. `stressAmp C p k i j` is $S_{ij}$, with the stress divergence taken on the second index. `hp : p ⬝ᵥ p = 1` is the Euclidean normalisation, and `hne` says that the profile is not affine, so that the medium accelerates somewhere.

`energy_transport` concludes $K=W$, the flux identity and $k\cdot V=w$; the only symmetry of $C$ that it assumes is `MinorSymm C`. `energy_transport_cos` states the first two for the cosine. `group_velocity` assumes `MajorSymm C` and not the minor symmetries; `hd` is the dispersion relation near $s=0$. `oblique_witness` confirms both symmetries, the wave equation and $V=(1,1)$ for the example above.

## How the lemmas follow the algebra

`dx_wave` and `dt_wave` are the chain rule, through `HasDerivAt.comp`. `sum_symm` is the relabelling identity, and `stress_planeWave` applies it with `hC.right`. `solves_iff` is the factorised wave equation as an equivalence, so a vanishing bracket also produces a solution, which is how the example is verified. `dot_energyVelocity` writes $m\cdot V$, for any vector $m$, as a double contraction of $S$.

In `energy_transport`, `hG` evaluates at $x=0$, $t=-s/w$, and `hQ` contracts with $p$. After $f'(\theta)$ is replaced by a number `D`, `hK`, `hE` and `hF` compute the three sums, with `hC.left` supplying the symmetry of $S$. `energy_transport_cos` takes $s=0$, where $f''=-1$. In `group_velocity`, `hs` is the exchange of index pairs, `hi` equates the derivatives of the two sides, `H` contracts with $p$, `HA` and `HR` isolate the cancelling $p'$ terms, and `linear_combination H / 2` is the final division by two.

## Affine profiles, unnormalised eigenvectors and other limits

Both counter-examples are one-dimensional with $C=\rho=k=1$; they are plain arithmetic and do not appear in the file. Without `hne`, take $f(\theta)=\theta$, $p=1$, $w=2$. The field $u=x-2t$ solves the wave equation as $0=0$, yet $K=2$, $W=\tfrac12$, $V=\tfrac12$, and $F=2$ differs from $(K+W)V=\tfrac54$. Without `hp`, take $f=\cos$, $w=1$, $p=2$. Then $K=W=2\sin^2\theta$ and $F=4\sin^2\theta$, but the formula returns $V=4$, too large by the factor $|p|^2$. A code must normalise its eigenvectors or divide $V$ by $p\cdot p$.

The theorems concern one wave with real polarization in an unbounded medium with constant $C$ and $\rho$. Superpositions, complex $k$ or $p$, damping, interfaces and discretisation error are not treated. $W$ and $F$ are definitions: the balance law $\partial_t(K+W)+\partial_jF_j=0$ is not among the conclusions, and positivity of $C$ is never assumed. `group_velocity` gives the derivative of $\omega$ along one curve on which $k$, $p$ and $\omega$ are assumed differentiable at $s=0$; it does not assert that $\omega$ is a differentiable function of $k$ with gradient $V$. Existence of such a curve is not derived, so in degenerate directions, where the polarization may fail to vary smoothly with $k$, the theorem applies only along a curve for which a differentiable branch is supplied.
